# The ladder commutation relations for l = 1 orbital and spin-1/2 matrices

For the three p states and for the two states of a single spin 1/2, the declaration states the commutators [L_z, L₊] = L₊ and [L₊, L₋] = 2L_z, and the same two relations for S_z and S₊. The operators are explicit real matrices, 3 × 3 and 2 × 2, in units where ħ = 1, and each lowering operator is the transpose of the raising one. Orbital and spin matrices are treated separately, with no coupling between them. The attempt splits the claim into its four matrix equations and checks each one entry by entry, leaving the arithmetic to `simp` and `norm_num`.

This version doesn't compile in Lean 4 with Mathlib:

```lean
import Mathlib

open Matrix Filter
open Polynomial (X C)
open scoped Kronecker Topology

namespace LadderRelations

noncomputable section

/-- The orbital projection `L_z` on the p states with m = 1, 0, -1. -/
def Lz : Matrix (Fin 3) (Fin 3) ℝ := !![1, 0, 0; 0, 0, 0; 0, 0, -1]

/-- The orbital raising operator; its transpose is the lowering operator. -/
def Lp : Matrix (Fin 3) (Fin 3) ℝ := !![0, √2, 0; 0, 0, √2; 0, 0, 0]

/-- The spin projection `S_z` on spin up and spin down. -/
def Sz : Matrix (Fin 2) (Fin 2) ℝ := !![1 / 2, 0; 0, -1 / 2]

/-- The spin raising operator; its transpose is the lowering operator. -/
def Sp : Matrix (Fin 2) (Fin 2) ℝ := !![0, 1; 0, 0]

/-- The orbital and spin matrices obey the ladder relations of angular momentum. -/
theorem ladder_relations :
    Lz * Lp - Lp * Lz = Lp ∧ Lp * Lpᵀ - Lpᵀ * Lp = (2 : ℝ) • Lz ∧
    Sz * Sp - Sp * Sz = Sp ∧ Sp * Spᵀ - Spᵀ * Sp = (2 : ℝ) • Sz := by
  refine ⟨?_, ?_, ?_, ?_⟩ <;> ext i j <;> fin_cases i <;> fin_cases j <;>
    simp [Lz, Lp, Sz, Sp, Matrix.mul_apply, Fin.sum_univ_succ] <;> norm_num

end

end LadderRelations
```

The error:

```
Main.lean:26:67: error: unsolved goals
case refine_2.«0».«0»
⊢ (![0, √2, 0] ᵥ* !![0, √2, 0; 0, 0, √2; 0, 0, 0]ᵀ) 0 = 2

case refine_2.«0».«1»
⊢ (![0, √2, 0] ᵥ* !![0, √2, 0; 0, 0, √2; 0, 0, 0]ᵀ) 1 = 0

case refine_2.«0».«2»
⊢ (![0, √2, 0] ᵥ* !![0, √2, 0; 0, 0, √2; 0, 0, 0]ᵀ) 2 = 0

case refine_2.«1».«0»
⊢ (![0, 0, √2] ᵥ* !![0, √2, 0; 0, 0, √2; 0, 0, 0]ᵀ) 0 = 0

case refine_2.«1».«1»
⊢ (![0, 0, √2] ᵥ* !![0, √2, 0; 0, 0, √2; 0, 0, 0]ᵀ) 1 - 2 = 0

case refine_2.«1».«2»
⊢ (![0, 0, √2] ᵥ* !![0, √2, 0; 0, 0, √2; 0, 0, 0]ᵀ) 2 = 0

case refine_2.«2».«0»
⊢ (![0, 0, 0] ᵥ* !![0, √2, 0; 0, 0, √2; 0, 0, 0]ᵀ) 0 = 0

case refine_2.«2».«1»
⊢ (![0, 0, 0] ᵥ* !![0, √2, 0; 0, 0, √2; 0, 0, 0]ᵀ) 1 = 0

case refine_2.«2».«2»
⊢ (![0, 0, 0] ᵥ* !![0, √2, 0; 0, 0, √2; 0, 0, 0]ᵀ) 2 = 0

case refine_4.«0».«0»
⊢ (![0, 1] ᵥ* !![0, 1; 0, 0]ᵀ) 0 = 1

case refine_4.«0».«1»
⊢ (![0, 1] ᵥ* !![0, 1; 0, 0]ᵀ) 1 = 0

case refine_4.«1».«0»
⊢ (![0, 0] ᵥ* !![0, 1; 0, 0]ᵀ) 0 = 0

case refine_4.«1».«1»
⊢ (![0, 0] ᵥ* !![0, 1; 0, 0]ᵀ) 1 = 0
```

What went wrong. All the unsolved goals come from the second and fourth equations, where a raising matrix multiplies its own transpose. Since `simp` was given the definitions together with `Matrix.mul_apply`, it unfolded `Lp` and `Sp` and turned the product, whose left factor was now a literal matrix, into row vectors times a matrix, written `ᵥ*`. After that `Matrix.mul_apply` had no matrix product to act on. The row products stayed unevaluated because their right factor is a transpose, not a literal matrix with its rows displayed, and `norm_num` did not get past this either.

The repair runs `simp only` while the matrices are still named. `Matrix.sub_apply` and `Matrix.mul_apply` turn each entry of the commutator into sums of products of entries, `Matrix.transpose_apply` swaps the indices, and `Fin.sum_univ_three` and `Fin.sum_univ_two` write the sums out. Only then does `fin_cases` choose the indices and `simp` unfold the definitions, so no transpose is left and only arithmetic on numbers remains.

This version goes through:

```diff
@@ -25,6 +25,8 @@
     Lz * Lp - Lp * Lz = Lp ∧ Lp * Lpᵀ - Lpᵀ * Lp = (2 : ℝ) • Lz ∧
     Sz * Sp - Sp * Sz = Sp ∧ Sp * Spᵀ - Spᵀ * Sp = (2 : ℝ) • Sz := by
-  refine ⟨?_, ?_, ?_, ?_⟩ <;> ext i j <;> fin_cases i <;> fin_cases j <;>
-    simp [Lz, Lp, Sz, Sp, Matrix.mul_apply, Fin.sum_univ_succ] <;> norm_num
+  refine ⟨?_, ?_, ?_, ?_⟩ <;> ext i j <;>
+    simp only [Matrix.sub_apply, Matrix.mul_apply, Matrix.transpose_apply,
+      Fin.sum_univ_three, Fin.sum_univ_two] <;>
+    fin_cases i <;> fin_cases j <;> simp [Lz, Lp, Sz, Sp] <;> norm_num
 
 end
```
